# Domb–Sykes ratios of $(1-x/R)^a$ tend to $1/R$ when $R>0$ and $a\notin\{0,1,2,\dots\}$

To estimate a critical nuclear charge from a $1/Z$ expansion, I divide each energy coefficient by the one before it, plot the ratios against the inverse order, and extend the line to infinite order. The energy here is that of an atom with a fixed number of electrons, divided by $Z^2$ so that it has a power series in $x=1/Z$. The intercept is my estimate of the charge at which this function of $x$ becomes singular.

For the model energy $E(x)=(1-x/R)^a$, with its singularity at $x=R>0$, the critical charge is $1/R$. I believe that the plot is then an exact straight line with intercept $1/R$, and that the series converges for $|x|<R$ and diverges for $|x|>R$, provided that $a$ is not one of $0,1,2,\dots$. Can this be made rigorous and checked in Lean 4 with Mathlib? I would like the coefficients to be the actual Taylor coefficients of $E$, not a formula put in by hand.

## For a pure power law, the plot is a line at every order

Yes. The coefficients can be defined through the derivatives of $E$ at $x=0$, and everything else follows from one recursion between neighbouring coefficients.

### From the derivatives to the recursion

For $x<R$ the base $1-x/R$ is positive, so the power can be differentiated as usual:

$$E'(x)=a\left(-\frac1R\right)\left(1-\frac xR\right)^{a-1}.$$

Each further derivative brings down the current exponent and another factor $-1/R$. Write

$$P_n=\prod_{k=0}^{n-1}(a-k),\qquad P_0=1.$$

The claim is that, for all $n\ge 0$ and $x<R$,

$$E^{(n)}(x)=P_n\left(-\frac1R\right)^n\left(1-\frac xR\right)^{a-n}.$$

For $n=0$ this is the definition of $E$. If it holds at order $n$ for all $x<R$, differentiating once more multiplies the prefactor by $(a-n)(-1/R)$ and lowers the exponent to $a-n-1$. Since $P_n(a-n)=P_{n+1}$, this is the formula at order $n+1$.

At $x=0$ the last factor is 1, so the Taylor coefficients are

$$c_n=\frac{E^{(n)}(0)}{n!}=\frac{P_n}{n!}\left(-\frac1R\right)^n,$$

where $P_n/n!$ is the generalised binomial coefficient $\binom an$. Going from $n$ to $n+1$ adds one factor to the product, one to the factorial and one to the power:

$$c_{n+1}=c_n\,\frac{a-n}{n+1}\left(-\frac1R\right)=c_n\,\frac{n-a}{(n+1)R}=c_n\,\frac1R\left(1-\frac{a+1}{n+1}\right).$$

This holds for every real $a$.

### The ratios and what can be read from them

If $a$ is not a natural number, with zero counted as natural, no factor $a-k$ vanishes, and so no $c_n$ does. Division by $c_n$ is then allowed:

$$r_n:=\frac{c_{n+1}}{c_n}=\frac1R\left(1-\frac{a+1}{n+1}\right).$$

Plotted against $1/(n+1)$, the ratios lie on a line with intercept $1/R$ and slope $-(a+1)/R$. As $n\to\infty$, $r_n\to 1/R$.

The line can also be solved for its parameters at finite order. Since $(n+1)r_n=(n-a)/R$ and $(n+2)r_{n+1}=(n+1-a)/R$, subtraction gives

$$(n+2)r_{n+1}-(n+1)r_n=\frac1R.$$

Once $R$ is known, a single ratio gives the exponent:

$$(n+1)(1-Rr_n)-1=a.$$

For the square root, $a=1/2$, the first coefficients are $1$, $-1/(2R)$ and $-1/(8R^2)$. The ratios are $r_0=-1/(2R)$ and $r_1=1/(4R)$. Neither is close to $1/R$, yet $2r_1-r_0=1/R$.

### Convergence of the series

For $x\neq0$, the absolute ratio of successive terms is

$$\left|\frac{c_{n+1}x^{n+1}}{c_nx^n}\right|=|r_n|\,|x|\longrightarrow\frac{|x|}{R}.$$

The ratio test gives convergence when $|x|<R$ and divergence when $|x|>R$. At $x=0$ the ratio of terms is not available, but every term after the first is zero and the series converges trivially.

## The model as Lean states it

`branchEnergy a R x` is $E(x)$, with `a`, `R` and `x` real. It stands for the energy already divided by $Z^2$ and is normalised to $E(0)=1$; a constant nonzero factor would cancel in the ratios. `taylorCoeff a R n` is the `n`-th iterated derivative of this function at zero, divided by `n.factorial`. The binomial formula for $c_n$ is therefore a theorem, `taylorCoeff_eq`.

The main theorem, `domb_sykes`, has two hypotheses:

- `hR : 0 < R` places the singularity at a positive inverse charge. Physically, $R$ stands for the inverse of the charge at which the state's energy stops being an analytic function of $1/Z$.
- `ha : ∀ m : ℕ, a ≠ m` excludes $0,1,2,\dots$. For those exponents $E$ is a polynomial and has no singularity at $R$ to detect. Negative integers are allowed, although the singularity is then a pole and not a branch point.

The conclusion has three parts. `Tendsto ... atTop (𝓝 (1 / R))` says that $r_n\to1/R$. The other two say that the terms $c_nx^n$ are `Summable` for every real $x$ with $|x|<R$, and not `Summable` for every real $x$ with $|x|>R$. For real series, `Summable` amounts to absolute convergence. Beyond $R$ the ordinary partial sums diverge as well, because the limiting term ratio exceeds 1 and the terms cannot tend to zero.

The indexing starts at $n=0$, so the ratio $c_{n+1}/c_n$ is plotted at $1/(n+1)$. This is the same plot as $c_n/c_{n-1}$ against $1/n$ with the index shifted by one.

The theorem leaves several matters open. It makes no statement at $|x|=R$, and it does not identify the sum of the series with $E(x)$ inside the interval of convergence. Both $R$ and $a$ are given parameters, not derived from an atomic Hamiltonian. An actual $1/Z$ energy may contain a smooth background or further singularities, and the exact line is established here only for the pure power.

For electronic-structure work, the result supplies a test case with a known answer for extrapolation code. For the coefficients of an actual atom, the intercept remains an estimate.

```lean
import Mathlib

open Filter Topology

namespace DombSykes

noncomputable section

/-- Model energy `(1 - x / R) ^ a` with real exponent `a`, as a function of the inverse nuclear
charge `x = 1/Z`; the intended domain is `R > 0` and `x < R`. -/
def branchEnergy (a R x : ℝ) : ℝ := (1 - x / R) ^ a

/-- The `n`-th Taylor coefficient of the model energy at `x = 0`, for `R ≠ 0`. -/
def taylorCoeff (a R : ℝ) (n : ℕ) : ℝ :=
  iteratedDeriv n (branchEnergy a R) 0 / (n.factorial : ℝ)

/-- All derivatives of the model energy at points `x < R`, for `R > 0`. -/
theorem iteratedDeriv_branchEnergy {a R : ℝ} (hR : 0 < R) (n : ℕ) :
    ∀ x : ℝ, x < R → iteratedDeriv n (branchEnergy a R) x =
      (∏ k ∈ Finset.range n, (a - (k : ℝ))) * (-1 / R) ^ n * (1 - x / R) ^ (a - (n : ℝ)) := by
  induction n with
  | zero =>
    intro x _
    simp [branchEnergy]
  | succ n ih =>
    intro x hx
    have hpos : 0 < 1 - x / R := by
      rw [sub_pos, div_lt_one hR]
      exact hx
    -- the formula of order n holds in a whole neighbourhood of x, so it can be differentiated
    have hev : iteratedDeriv n (branchEnergy a R) =ᶠ[𝓝 x] fun y =>
        (∏ k ∈ Finset.range n, (a - (k : ℝ))) * (-1 / R) ^ n *
          (1 - y / R) ^ (a - (n : ℝ)) := by
      filter_upwards [Iio_mem_nhds hx] with y hy
      exact ih y hy
    have hlin : HasDerivAt (fun y : ℝ => 1 - y / R) (-1 / R) x := by
      have h := ((hasDerivAt_id' x).div_const R).const_sub 1
      exact h.congr_deriv (by ring)
    have hpow := (hlin.rpow_const (p := a - (n : ℝ)) (Or.inl hpos.ne')).const_mul
      ((∏ k ∈ Finset.range n, (a - (k : ℝ))) * (-1 / R) ^ n)
    have he : a - ((n + 1 : ℕ) : ℝ) = a - (n : ℝ) - 1 := by
      push_cast
      ring
    rw [iteratedDeriv_succ, hev.deriv_eq, hpow.deriv, Finset.prod_range_succ, pow_succ, he]
    ring

/-- The Taylor coefficient is the generalised binomial coefficient `a(a-1)⋯(a-n+1)/n!`
times `(-1/R)^n`. -/
theorem taylorCoeff_eq {a R : ℝ} (hR : 0 < R) (n : ℕ) :
    taylorCoeff a R n =
      (∏ k ∈ Finset.range n, (a - (k : ℝ))) / (n.factorial : ℝ) * (-1 / R) ^ n := by
  have h1 : (1 - (0 : ℝ) / R) ^ (a - (n : ℝ)) = 1 := by simp
  rw [taylorCoeff, iteratedDeriv_branchEnergy hR n 0 hR, h1]
  ring

/-- Recursion between successive coefficients, valid for every real exponent. -/
theorem taylorCoeff_succ {a R : ℝ} (hR : 0 < R) (n : ℕ) :
    taylorCoeff a R (n + 1) =
      taylorCoeff a R n * ((1 - (a + 1) / ((n : ℝ) + 1)) / R) := by
  have hn : (n : ℝ) + 1 ≠ 0 := by positivity
  have hf : (n.factorial : ℝ) ≠ 0 := by positivity
  rw [taylorCoeff_eq hR (n + 1), taylorCoeff_eq hR n, Finset.prod_range_succ,
    Nat.factorial_succ, pow_succ]
  push_cast
  generalize (-1 / R) ^ n = q
  field_simp
  ring

/-- If the exponent is not a natural number, no Taylor coefficient vanishes. -/
theorem taylorCoeff_ne_zero {a R : ℝ} (ha : ∀ m : ℕ, a ≠ m) (hR : 0 < R) (n : ℕ) :
    taylorCoeff a R n ≠ 0 := by
  rw [taylorCoeff_eq hR]
  exact mul_ne_zero
    (div_ne_zero (Finset.prod_ne_zero_iff.mpr fun k _ => sub_ne_zero.mpr (ha k))
      (by positivity))
    (pow_ne_zero _ (div_ne_zero (by norm_num) hR.ne'))

/-- The Domb-Sykes plot is exactly a straight line in `1/(n+1)`, with intercept `1/R` and
slope `-(a+1)/R`. -/
theorem ratio_eq {a R : ℝ} (ha : ∀ m : ℕ, a ≠ m) (hR : 0 < R) (n : ℕ) :
    taylorCoeff a R (n + 1) / taylorCoeff a R n = (1 - (a + 1) / ((n : ℝ) + 1)) / R := by
  rw [taylorCoeff_succ hR, mul_div_cancel_left₀ _ (taylorCoeff_ne_zero ha hR n)]

/-- Two successive ratios give `1/R` exactly, and one ratio together with `R` gives the
exponent `a`. -/
theorem extrapolation_exact {a R : ℝ} (ha : ∀ m : ℕ, a ≠ m) (hR : 0 < R) (n : ℕ) :
    ((n : ℝ) + 2) * (taylorCoeff a R (n + 2) / taylorCoeff a R (n + 1))
        - ((n : ℝ) + 1) * (taylorCoeff a R (n + 1) / taylorCoeff a R n) = 1 / R ∧
      ((n : ℝ) + 1) * (1 - R * (taylorCoeff a R (n + 1) / taylorCoeff a R n)) - 1 = a := by
  have h2 : taylorCoeff a R (n + 2) / taylorCoeff a R (n + 1) =
      (1 - (a + 1) / ((n : ℝ) + 2)) / R :=
    (ratio_eq ha hR (n + 1)).trans (by push_cast; ring)
  have hn1 : (n : ℝ) + 1 ≠ 0 := by positivity
  have hn2 : (n : ℝ) + 2 ≠ 0 := by positivity
  rw [h2, ratio_eq ha hR n]
  constructor
  · field_simp
    ring
  · field_simp
    ring

/-- For an exponent that is not a natural number, the coefficient ratios tend to the critical
charge `1/R`, and the series in `x = 1/Z` converges for `|x| < R` and diverges for `|x| > R`. -/
theorem domb_sykes {a R : ℝ} (ha : ∀ m : ℕ, a ≠ m) (hR : 0 < R) :
    Tendsto (fun n => taylorCoeff a R (n + 1) / taylorCoeff a R n) atTop (𝓝 (1 / R)) ∧
      (∀ x : ℝ, |x| < R → Summable fun n => taylorCoeff a R n * x ^ n) ∧
      (∀ x : ℝ, R < |x| → ¬ Summable fun n => taylorCoeff a R n * x ^ n) := by
  have hlim : Tendsto (fun n => taylorCoeff a R (n + 1) / taylorCoeff a R n)
      atTop (𝓝 (1 / R)) := by
    have h0 : Tendsto (fun n : ℕ => 1 / ((n : ℝ) + 1)) atTop (𝓝 0) :=
      tendsto_one_div_add_atTop_nhds_zero_nat
    have h := ((h0.const_mul (a + 1)).const_sub 1).div_const R
    rw [mul_zero, sub_zero] at h
    refine h.congr fun n => ?_
    rw [ratio_eq ha hR n]
    ring
  -- the ratio of successive terms of the series tends to |x| / R
  have key : ∀ x : ℝ, x ≠ 0 → Tendsto (fun n => ‖taylorCoeff a R (n + 1) * x ^ (n + 1)‖ /
      ‖taylorCoeff a R n * x ^ n‖) atTop (𝓝 (|x| / R)) := by
    intro x hx
    have h := (hlim.mul_const x).norm
    have hl : ‖1 / R * x‖ = |x| / R := by
      rw [Real.norm_eq_abs, abs_mul, abs_of_pos (one_div_pos.mpr hR)]
      ring
    rw [hl] at h
    refine h.congr fun n => ?_
    have hc := taylorCoeff_ne_zero ha hR n
    rw [← norm_div, pow_succ]
    congr 1
    field_simp
  refine ⟨hlim, fun x hx => ?_, fun x hx => ?_⟩
  · by_cases h0 : x = 0
    · subst h0
      refine (summable_nat_add_iff 1).mp ?_
      simp [summable_zero]
    · exact summable_of_ratio_test_tendsto_lt_one ((div_lt_one hR).mpr hx)
        (Eventually.of_forall fun n =>
          mul_ne_zero (taylorCoeff_ne_zero ha hR n) (pow_ne_zero n h0)) (key x h0)
  · have h0 : x ≠ 0 := abs_pos.mp (hR.trans hx)
    exact not_summable_of_ratio_test_tendsto_gt_one ((one_lt_div hR).mpr hx) (key x h0)

/-- Converse: a sequence obeying the straight-line recursion is its first term times the
Taylor coefficients of the model energy. -/
theorem eq_taylorCoeff_of_linear_ratio {a R : ℝ} (hR : 0 < R) (c : ℕ → ℝ)
    (hc : ∀ n : ℕ, c (n + 1) = c n * ((1 - (a + 1) / ((n : ℝ) + 1)) / R)) (n : ℕ) :
    c n = c 0 * taylorCoeff a R n := by
  induction n with
  | zero => simp [taylorCoeff, branchEnergy]
  | succ n ih =>
    rw [hc, ih, taylorCoeff_succ hR]
    ring

/-- For a natural exponent `m` all coefficients of order above `m` vanish. -/
theorem taylorCoeff_natural_exponent {R : ℝ} (hR : 0 < R) {m n : ℕ} (hmn : m < n) :
    taylorCoeff (m : ℝ) R n = 0 := by
  have hp : ∏ k ∈ Finset.range n, ((m : ℝ) - (k : ℝ)) = 0 :=
    Finset.prod_eq_zero (Finset.mem_range.mpr hmn) (sub_self _)
  rw [taylorCoeff_eq hR, hp, zero_div, zero_mul]

end

end DombSykes
```

```lean
#print axioms DombSykes.extrapolation_exact
-- 'DombSykes.extrapolation_exact' depends on axioms: [propext, Classical.choice, Quot.sound]
#print axioms DombSykes.domb_sykes
-- 'DombSykes.domb_sykes' depends on axioms: [propext, Classical.choice, Quot.sound]
#print axioms DombSykes.eq_taylorCoeff_of_linear_ratio
-- 'DombSykes.eq_taylorCoeff_of_linear_ratio' depends on axioms: [propext, Classical.choice, Quot.sound]
#print axioms DombSykes.taylorCoeff_natural_exponent
-- 'DombSykes.taylorCoeff_natural_exponent' depends on axioms: [propext, Classical.choice, Quot.sound]
```

## How the Lean proof follows the calculation

**The derivatives.** `iteratedDeriv_branchEnergy` is the induction on $n$. Its statement covers all `x < R`, not only $x=0$, because differentiating a formula at a point requires knowing it near that point. The step `hev` supplies this: the points below $R$ form a neighbourhood of $x$, and the induction hypothesis holds at each of them. Then `hlin` differentiates $1-x/R$, and `hpow` applies the chain rule to the power, using that the base is nonzero. The closing rewrites put the new factor into the product and the new $-1/R$ into the power, after which `ring` matches the two sides.

**The coefficients.** `taylorCoeff_eq` evaluates this formula at zero, which is allowed because `hR` says precisely that $0<R$. In `taylorCoeff_succ`, the product, the factorial and the power are each split into their order-$n$ part and one extra factor. `field_simp` clears the denominators and `ring` finishes the algebra. No condition on `a` is needed so far.

**The straight line.** `taylorCoeff_ne_zero` is where the exclusion of natural exponents enters: a finite product is nonzero when each factor $a-k$ is. `ratio_eq` then cancels $c_n$ from the recursion. `extrapolation_exact` substitutes two neighbouring ratios and proves the two formulas for $1/R$ and $a$ together. They hold from $n=0$ onwards, so three successive coefficients are enough.

**The limit and the ratio test.** In `domb_sykes`, `hlim` starts from $1/(n+1)\to0$, builds up the expression for the line, and transfers the limit to the coefficient ratios through `ratio_eq`. The step `key` multiplies by $x$ and takes absolute values, which gives the limit $|x|/R$ for the ratio of terms.

The two convergence claims then come from Mathlib's ratio tests. The test for convergence also asks that the terms be nonzero, which follows from `taylorCoeff_ne_zero` and $x\ne0$. The case $x=0$ is handled by dropping the first term with `summable_nat_add_iff 1`, which leaves a series of zeros. For $|x|>R$, the inequality itself rules out $x=0$.

**The converse and the excluded exponents.** `eq_taylorCoeff_of_linear_ratio` takes any real sequence `c` that obeys the recursion with given $a$ and $R>0$, and shows by induction that $c_n$ is `c 0` times the $n$-th Taylor coefficient of $E$. An exact Domb–Sykes line at all orders therefore fixes the coefficients up to an overall factor. Because the hypothesis is written as a product and not as a quotient, this holds for natural $a$ too.

Finally, `taylorCoeff_natural_exponent` shows what happens when $a$ equals a natural number $m$. For every $n>m$ the product contains the factor $m-m=0$, so the coefficient vanishes. The expansion stops at order $m$, and there are no high-order ratios from which an intercept could be read.
